# For a positive definite repulsion below threshold, Schwinger's estimate beats second Born and never exceeds the exact amplitude

I have the first two Born terms for a repulsive interaction in a finite basis, at an energy below threshold, and I must turn them into one number for the diagonal amplitude. With first-order term $a=2$ and second-order correction $-b=-3$, the truncated series gives $a-b=-1$, which looks like attraction. Schwinger's expression with the unperturbed wave as trial function uses the same two numbers and gives $a^2/(a+b)=0.8$. Is that always an improvement, or can it overshoot the true amplitude? And can I bound the error from above?

## It always improves on second Born, and a third term bounds the error

Let $V$ be the interaction, $H_0$ the free Hamiltonian and $E$ an energy below all its eigenvalues. The free resolvent is $(E-H_0)^{-1}=-R$ with $R$ positive definite. Take $V$ positive definite too, and $f\neq0$. Define

$$a=\langle f,Vf\rangle,\quad b=\langle f,VRVf\rangle,\quad c=\langle f,VRVRVf\rangle,\quad T=VM^{-1}V,\quad M=V+VRV.$$

Then

$$a-b<\frac{a^2}{a+b}\le\langle f,Tf\rangle\le a-\frac{b^2}{b+c}<a .$$

Neither estimate exceeds the exact value, and Schwinger's is strictly closer. If your third-order term is $c=6$, the exact amplitude lies between $0.8$ and $1$.

**The T-matrix.** For $x\ne0$, $\langle x,Mx\rangle=\langle x,Vx\rangle+\langle Vx,RVx\rangle>0$, so $M$ is invertible. From $MM^{-1}V=V$ we get $VM^{-1}V+VRVM^{-1}V=V$, which is the Lippmann-Schwinger equation $T=V-VRT$.

**The lower bound.** Put $\varphi=M^{-1}Vf$, so that $M\varphi=Vf$ and $\langle f,Tf\rangle=\langle Vf,\varphi\rangle=\langle\varphi,M\varphi\rangle$. For a trial wave $\psi\neq0$, let $q=\langle\psi,M\psi\rangle>0$ and $s=\langle\psi,M\varphi\rangle=\langle\psi,Vf\rangle$. Expanding a nonnegative form gives

$$0\le\langle q\varphi-s\psi,M(q\varphi-s\psi)\rangle=q\bigl(q\langle\varphi,M\varphi\rangle-|s|^2\bigr).$$

Hence $|\langle\psi,Vf\rangle|^2/\langle\psi,M\psi\rangle\le\langle f,Tf\rangle$. If $\psi+RV\psi=f$, multiplying by $V$ gives $M\psi=Vf$, so the quotient is $\langle\psi,M\psi\rangle=\langle f,Tf\rangle$: the exact wave attains the bound. The choice $\psi=f$ gives $a^2/(a+b)$.

**Comparison with second Born.** Since $a>0$, the vector $g=Vf$ is nonzero, so $b=\langle g,Rg\rangle>0$. Then $(a-b)(a+b)=a^2-b^2<a^2$, and division by $a+b$ gives the first inequality.

**The upper bound.** Exchange $V$ and $R$: let $K=M^{-1}$, $L=(R+RVR)^{-1}$ and $T'=RLR$. Because $(R+RVR)VK=RMK=R$, we have $VK=LR$. Therefore

$$T+VT'V=VKV+VR(LR)V=VKV+VRVKV=MKV=V .$$

The error of first Born is thus $a-\langle f,Tf\rangle=\langle g,T'g\rangle$. The lower bound for the exchanged problem, with $\langle g,Rg\rangle=b$ and $\langle g,RVRg\rangle=c$, shows that this error is at least $b^2/(b+c)$. That quantity is positive because $b>0$ and $c=\langle Rg,VRg\rangle>0$.

## What the Lean statement says

The final theorem, `born_schwinger_chain`, states the four inequalities as a conjunction for complex matrices over a finite index type `n`, which labels an orthonormal basis.

- `amp A f` is the real part of $\langle f,Af\rangle$, conjugate-linear in the first slot. For the Hermitian matrices here it is the whole value.
- `tMatrix V R` is the closed formula for $T$, and `lippmann_schwinger` proves that it solves the scattering equation.
- `schwinger V R f` is $a^2/(a+b)$.
- `hV : V.PosDef` expresses repulsion in every state, and `hR : R.PosDef` expresses an energy below the whole free spectrum. `R` is otherwise arbitrary; neither $H_0$ nor $E$ appears.
- `hf : f ≠ 0` is the only condition on the wave. For a normalised amplitude, divide every term of the chain by $\langle f,f\rangle$.

Below threshold $f$ is not an on-shell incoming wave, so these are off-shell diagonal amplitudes. The theorem does not treat a repulsion that vanishes in some states (such as a barrier covering only part of a grid), attractive or sign-changing interactions, energies above threshold, where the outgoing resolvent is not Hermitian, or the continuum limit. Within this finite, repulsive model it gives a two-sided check on a truncated Born calculation.

```lean
import Mathlib

open Matrix
open scoped ComplexOrder

namespace SchwingerBorn

noncomputable section

variable {n : Type*} [Fintype n] [DecidableEq n]

/-- The diagonal amplitude `⟨f, A f⟩` of a Hermitian matrix `A`, taken as a real number
(for general `A`, the real part). -/
def amp (A : Matrix n n ℂ) (f : n → ℂ) : ℝ := (star f ⬝ᵥ A *ᵥ f).re

/-- The T-matrix `V (V + V R V)⁻¹ V` for interaction `V` and free resolvent `-R`,
defined where `V + V R V` is invertible. -/
def tMatrix (V R : Matrix n n ℂ) : Matrix n n ℂ := V * (V + V * R * V)⁻¹ * V

/-- Schwinger's estimate `a² / (a + b)` from the unperturbed wave `f`, with `a = ⟨f, V f⟩`
and `b = ⟨f, V R V f⟩`, defined where `a + b ≠ 0`. -/
def schwinger (V R : Matrix n n ℂ) (f : n → ℂ) : ℝ :=
  amp V f ^ 2 / (amp V f + amp (V * R * V) f)

variable {V R M : Matrix n n ℂ} {f ψ : n → ℂ}

omit [DecidableEq n] in
/-- A positive definite matrix has a positive amplitude in every nonzero state. -/
lemma amp_pos (hM : M.PosDef) (hf : f ≠ 0) : 0 < amp M f :=
  (Complex.lt_def.mp (hM.dotProduct_mulVec_pos hf)).1

omit [DecidableEq n] in
/-- Amplitudes are additive in the operator. -/
lemma amp_add (A B : Matrix n n ℂ) (f : n → ℂ) : amp (A + B) f = amp A f + amp B f := by
  simp only [amp, Matrix.add_mulVec, dotProduct_add, Complex.add_re]

omit [DecidableEq n] in
/-- For Hermitian `V`, the amplitude of `V A V` in `f` is that of `A` in `V f`. -/
lemma amp_conj (hV : V.IsHermitian) (A : Matrix n n ℂ) (f : n → ℂ) :
    amp (V * A * V) f = amp A (V *ᵥ f) := by
  simp only [amp, Matrix.star_mulVec, hV.eq, ← Matrix.dotProduct_mulVec,
    Matrix.mulVec_mulVec, Matrix.mul_assoc]

omit [DecidableEq n] in
/-- Matrix elements of a Hermitian matrix are conjugated when the two states are exchanged. -/
lemma flip (hM : M.IsHermitian) (x y : n → ℂ) :
    star x ⬝ᵥ M *ᵥ y = star (star y ⬝ᵥ M *ᵥ x) := by
  rw [Matrix.star_dotProduct x (M *ᵥ y), Matrix.star_mulVec, hM.eq,
    ← Matrix.dotProduct_mulVec]

omit [DecidableEq n] in
/-- The Cauchy-Schwarz inequality in the form of a positive definite matrix `M`,
for a nonzero state `ψ` and any state `φ`. -/
lemma cauchy (hM : M.PosDef) (hψ : ψ ≠ 0) (φ : n → ℂ) :
    ‖star ψ ⬝ᵥ M *ᵥ φ‖ ^ 2 ≤ amp M ψ * amp M φ := by
  have hq := amp_pos hM hψ
  -- expand the form of `M` at `q φ - s ψ`, where `q = ⟨ψ, M ψ⟩` and `s = ⟨ψ, M φ⟩`
  have key : amp M (((amp M ψ : ℝ) : ℂ) • φ - (star ψ ⬝ᵥ M *ᵥ φ) • ψ)
      = amp M ψ * (amp M ψ * amp M φ - ‖star ψ ⬝ᵥ M *ᵥ φ‖ ^ 2) := by
    simp only [amp, Matrix.mulVec_sub, Matrix.mulVec_smul, star_sub, star_smul,
      sub_dotProduct, dotProduct_sub, smul_dotProduct, dotProduct_smul, smul_eq_mul]
    rw [flip hM.isHermitian φ ψ, Complex.sq_norm, Complex.normSq_apply]
    generalize star ψ ⬝ᵥ M *ᵥ φ = s
    generalize star ψ ⬝ᵥ M *ᵥ ψ = u
    generalize star φ ⬝ᵥ M *ᵥ φ = w
    simp only [Complex.star_def, Complex.conj_ofReal, Complex.sub_re, Complex.sub_im, Complex.mul_re,
      Complex.mul_im, Complex.conj_re, Complex.conj_im, Complex.ofReal_re, Complex.ofReal_im]
    ring
  have h0 : 0 ≤ amp M (((amp M ψ : ℝ) : ℂ) • φ - (star ψ ⬝ᵥ M *ᵥ φ) • ψ) := by
    by_cases h : ((amp M ψ : ℝ) : ℂ) • φ - (star ψ ⬝ᵥ M *ᵥ φ) • ψ = 0
    · rw [h]; simp [amp]
    · exact (amp_pos hM h).le
  rw [key] at h0
  linarith [nonneg_of_mul_nonneg_right h0 hq]

omit [DecidableEq n] in
/-- For positive definite `V` and `R`, the Schwinger kernel `V + V R V` is positive definite. -/
lemma kernel_posDef (hV : V.PosDef) (hR : R.PosDef) : (V + V * R * V).PosDef := by
  have h := hR.posSemidef.conjTranspose_mul_mul_same V
  rw [hV.isHermitian.eq] at h
  exact hV.add_posSemidef h

/-- For positive definite `V` and `R`, the Schwinger kernel has an invertible determinant. -/
lemma kernel_det (hV : V.PosDef) (hR : R.PosDef) : IsUnit (V + V * R * V).det :=
  (Matrix.isUnit_iff_isUnit_det _).mp (kernel_posDef hV hR).isUnit

/-- For positive definite `V` and `R`, the T-matrix solves the Lippmann-Schwinger equation
with free resolvent `-R`. -/
theorem lippmann_schwinger (hV : V.PosDef) (hR : R.PosDef) :
    tMatrix V R = V - V * R * tMatrix V R := by
  have h := Matrix.mul_nonsing_inv _ (kernel_det hV hR)
  unfold tMatrix
  generalize (V + V * R * V)⁻¹ = K at h ⊢
  calc V * K * V = (V + V * R * V) * K * V - V * R * (V * K * V) := by noncomm_ring
    _ = V - V * R * (V * K * V) := by rw [h, one_mul]

/-- For positive definite `V` and `R`, the error `V - T` of first Born is itself a T-matrix
with `V` and `R` exchanged, placed between two factors `V`. -/
theorem born_error_duality (hV : V.PosDef) (hR : R.PosDef) :
    tMatrix V R + V * tMatrix R V * V = V := by
  have h := Matrix.mul_nonsing_inv _ (kernel_det hV hR)
  have h' := Matrix.nonsing_inv_mul _ (kernel_det hR hV)
  unfold tMatrix
  generalize (V + V * R * V)⁻¹ = K at h ⊢
  generalize (R + R * V * R)⁻¹ = L at h' ⊢
  -- the two inverses are intertwined by `V` and `R`
  have hLK : L * R = V * K := by
    calc L * R = L * R * ((V + V * R * V) * K) := by rw [h, mul_one]
      _ = L * (R + R * V * R) * (V * K) := by noncomm_ring
      _ = V * K := by rw [h', one_mul]
  calc V * K * V + V * (R * L * R) * V = V * K * V + V * R * (L * R) * V := by noncomm_ring
    _ = (V + V * R * V) * K * V := by rw [hLK]; noncomm_ring
    _ = V := by rw [h, one_mul]

/-- For positive definite `V` and `R`, if `(V + V R V) ψ = V f`, then the T-matrix amplitude
in `f` is the amplitude of the Schwinger kernel in `ψ`. -/
lemma amp_tMatrix (hV : V.PosDef) (hR : R.PosDef)
    (h : (V + V * R * V) *ᵥ ψ = V *ᵥ f) :
    amp (tMatrix V R) f = amp (V + V * R * V) ψ := by
  have h1 : tMatrix V R *ᵥ f = V *ᵥ ψ := by
    rw [tMatrix, ← Matrix.mulVec_mulVec, ← h, Matrix.mulVec_mulVec,
      mul_assoc V (V + V * R * V)⁻¹, Matrix.nonsing_inv_mul _ (kernel_det hV hR), mul_one]
  unfold amp
  rw [h1, h]
  exact (congrArg Complex.re (flip hV.isHermitian f ψ)).trans (Complex.conj_re _)

/-- The lower-bound form of Schwinger's variational principle: for positive definite `V` and `R` and
every nonzero trial wave `ψ`, the quotient `|⟨ψ, V f⟩|² / ⟨ψ, (V + V R V) ψ⟩` is at most the exact
amplitude in `f`. -/
theorem schwinger_variational (hV : V.PosDef) (hR : R.PosDef) (hψ : ψ ≠ 0) (f : n → ℂ) :
    ‖star ψ ⬝ᵥ V *ᵥ f‖ ^ 2 / amp (V + V * R * V) ψ ≤ amp (tMatrix V R) f := by
  have hM := kernel_posDef hV hR
  have h : (V + V * R * V) *ᵥ ((V + V * R * V)⁻¹ *ᵥ (V *ᵥ f)) = V *ᵥ f := by
    rw [Matrix.mulVec_mulVec, Matrix.mul_nonsing_inv _ (kernel_det hV hR), Matrix.one_mulVec]
  have hc := cauchy hM hψ ((V + V * R * V)⁻¹ *ᵥ (V *ᵥ f))
  rw [h, ← amp_tMatrix hV hR h] at hc
  rw [div_le_iff₀ (amp_pos hM hψ)]
  linarith

/-- For positive definite `V` and `R`, the variational bound is attained by a nonzero exact
scattering wave, `ψ + R V ψ = f`. -/
theorem schwinger_attained (hV : V.PosDef) (hR : R.PosDef) (hψ : ψ ≠ 0)
    (h : ψ + R *ᵥ (V *ᵥ ψ) = f) :
    ‖star ψ ⬝ᵥ V *ᵥ f‖ ^ 2 / amp (V + V * R * V) ψ = amp (tMatrix V R) f := by
  have hM := kernel_posDef hV hR
  have hk : (V + V * R * V) *ᵥ ψ = V *ᵥ f := by
    rw [← h]
    simp only [Matrix.add_mulVec, Matrix.mulVec_add, Matrix.mulVec_mulVec, Matrix.mul_assoc]
  have him := (Complex.lt_def.mp (hM.dotProduct_mulVec_pos hψ)).2
  have hn : ‖star ψ ⬝ᵥ (V + V * R * V) *ᵥ ψ‖ ^ 2 = amp (V + V * R * V) ψ ^ 2 := by
    rw [Complex.sq_norm, Complex.normSq_apply, ← him, amp, Complex.zero_im]
    ring
  rw [amp_tMatrix hV hR hk, ← hk, hn, sq, mul_div_assoc,
    div_self (amp_pos hM hψ).ne', mul_one]

/-- For positive definite `V` and `R`, Schwinger's estimate from a nonzero unperturbed wave
does not exceed the exact amplitude. -/
theorem schwinger_le (hV : V.PosDef) (hR : R.PosDef) (hf : f ≠ 0) :
    schwinger V R f ≤ amp (tMatrix V R) f := by
  refine le_trans ?_ (schwinger_variational hV hR hf f)
  have hp := amp_pos (kernel_posDef hV hR) hf
  have hs : amp V f ^ 2 ≤ ‖star f ⬝ᵥ V *ᵥ f‖ ^ 2 := by
    rw [Complex.sq_norm, Complex.normSq_apply, amp]
    nlinarith [mul_self_nonneg (star f ⬝ᵥ V *ᵥ f).im]
  rw [schwinger, ← amp_add]
  exact div_le_div_of_nonneg_right hs hp.le

/-- For positive definite `V` and `R` and a nonzero wave `f`, second Born lies strictly below
Schwinger's estimate, which is at most the exact amplitude. The exact amplitude is at most
`a - b² / (b + c)`, strictly below first Born `a`, where `b = ⟨f, V R V f⟩` and
`c = ⟨f, V R V R V f⟩`. -/
theorem born_schwinger_chain (hV : V.PosDef) (hR : R.PosDef) (hf : f ≠ 0) :
    amp V f - amp (V * R * V) f < schwinger V R f ∧
    schwinger V R f ≤ amp (tMatrix V R) f ∧
    amp (tMatrix V R) f ≤ amp V f -
      amp (V * R * V) f ^ 2 / (amp (V * R * V) f + amp (V * R * V * R * V) f) ∧
    amp V f - amp (V * R * V) f ^ 2 / (amp (V * R * V) f + amp (V * R * V * R * V) f)
      < amp V f := by
  have ha := amp_pos hV hf
  have hg : V *ᵥ f ≠ 0 := by
    intro h
    simp [amp, h] at ha
  have hb : 0 < amp (V * R * V) f := by
    rw [amp_conj hV.isHermitian]
    exact amp_pos hR hg
  have hc : amp (V * R * V * R * V) f = amp (R * V * R) (V *ᵥ f) := by
    rw [← amp_conj hV.isHermitian]
    simp only [Matrix.mul_assoc]
  have hbc : 0 < amp (V * R * V) f + amp (V * R * V * R * V) f := by
    rw [hc, amp_conj hV.isHermitian, ← amp_add]
    exact amp_pos (kernel_posDef hR hV) hg
  refine ⟨?_, schwinger_le hV hR hf, ?_, ?_⟩
  · rw [schwinger, lt_div_iff₀ (add_pos ha hb)]
    nlinarith [mul_pos hb hb]
  · -- Schwinger's bound for the exchanged problem controls the error of first Born
    have hd := congrArg (fun A => amp A f) (born_error_duality hV hR)
    simp only [amp_add, amp_conj hV.isHermitian] at hd
    have hs := schwinger_le hR hV hg
    rw [schwinger, ← hc, ← amp_conj hV.isHermitian R f] at hs
    linarith
  · linarith [div_pos (pow_pos hb 2) hbc]

end

end SchwingerBorn
```

```lean
#print axioms SchwingerBorn.lippmann_schwinger
-- 'SchwingerBorn.lippmann_schwinger' depends on axioms: [propext, Classical.choice, Quot.sound]
#print axioms SchwingerBorn.schwinger_attained
-- 'SchwingerBorn.schwinger_attained' depends on axioms: [propext, Classical.choice, Quot.sound]
#print axioms SchwingerBorn.born_schwinger_chain
-- 'SchwingerBorn.born_schwinger_chain' depends on axioms: [propext, Classical.choice, Quot.sound]
```

## How the lemmas build the chain

`amp_pos` and `amp_add` supply positivity and additivity. `amp_conj` moves the outer factors $V$ onto the state, turning $\langle f,VAVf\rangle$ into $\langle g,Ag\rangle$, and `flip` is Hermitian symmetry of matrix elements.

`cauchy` expands the form above: `key` is the identity, checked by `ring` after splitting into real and imaginary parts, and `h0` is its nonnegativity, with the zero vector treated separately. `kernel_posDef` and `kernel_det` make $M$ positive definite and invertible.

In `lippmann_schwinger` and `born_error_duality`, `generalize` replaces the inverses by the letters `K` and `L`, keeping only the needed inverse relations. `noncomm_ring` then does the algebra without commuting matrices, and `hLK` is the relation $LR=VK$.

`amp_tMatrix` proves $\langle f,Tf\rangle=\langle\psi,M\psi\rangle$ whenever $M\psi=Vf$. `schwinger_variational` combines this with `cauchy`, and `schwinger_attained` gives equality for a nonzero exact wave. `schwinger_le` sets $\psi=f$; since `amp` is a real part, it also uses that a squared real part is at most the squared modulus.

In `born_schwinger_chain`, `hg`, `hb` and `hbc` establish $g\neq0$, $b>0$ and $b+c>0$. The first inequality is cleared of its denominator and closed by `nlinarith` from $b^2>0$. For the third, `hd` takes the amplitude of the duality identity, `hs` applies `schwinger_le` with $V$ and $R$ exchanged, and `linarith` combines them. The last follows from $b^2/(b+c)>0$.
